# For positive gap, spin-orbit splitting and coupling, the Kane cubic has one root below −D, one in (−2D/3, 0) and one above Eg

Take a semiconductor with band gap \(E_g>0\), spin-orbit splitting \(D>0\) and squared coupling \(c=k^2P^2>0\), where \(k\) is the wave number and \(P\) the momentum matrix element with the factor \(\hbar/m_0\) included, \(m_0\) being the free-electron mass. Energies are measured from the valence-band edge, and the free-electron term \(\hbar^2k^2/2m_0\) is left out. The Kane cubic

\[
f(E)=E(E-E_g)(E+D)-c\left(E+\tfrac{2D}{3}\right)
\]

then has three real roots: a split-off level below \(-D\), a light-hole level between \(-2D/3\) and \(0\), and a conduction level above \(E_g\). I can see this on a plot for any parameters I try, but I would like a rigorous argument for all of them, checked by machine in Lean 4. Can the cubic also be tied to the Hamiltonian it comes from?

## Six signs and a factorisation locate all three levels

Yes. For \(E_g,D,c>0\) there are energies \(E_{so}<-D\), \(E_{lh}\in(-2D/3,0)\) and \(E_c>E_g\) with

\[
f(E)=(E-E_{so})(E-E_{lh})(E-E_c)\quad\text{for every real }E .
\]

The three ranges are disjoint, so the roots are simple, and there are no others. Within this three-state k·p model, which leaves out remote bands and the free-electron term, the ranges tell you which band a computed root belongs to, and the sign changes found below give a root finder finite brackets.

**From the Hamiltonian to the cubic.** Put the valence-band edge at zero energy. The coupled conduction, light-hole and split-off states have the Hamiltonian

\[
H=\begin{pmatrix}E_g&-\sqrt{2/3}\,Pk&\sqrt{1/3}\,Pk\\-\sqrt{2/3}\,Pk&0&0\\\sqrt{1/3}\,Pk&0&-D\end{pmatrix}.
\]

Expanding the secular determinant gives

\[
\det(E-H)=(E-E_g)E(E+D)-\tfrac23c(E+D)-\tfrac13cE=f(E).
\]

The number \(-2D/3\) comes from the 2:1 ratio of the squared couplings: it is the energy at which the two coupling terms cancel.

**Signs.** Write \(s=c+1\), with energies expressed as numbers in a fixed unit. Four of the values are immediate:

\[
f(-D)=\tfrac{cD}{3}>0,\qquad f\left(-\tfrac{2D}{3}\right)=\tfrac{2D}{3}\left(\tfrac{2D}{3}+E_g\right)\tfrac D3>0,
\]
\[
f(0)=-\tfrac{2cD}{3}<0,\qquad f(E_g)=-c\left(E_g+\tfrac{2D}{3}\right)<0 .
\]

Far below and far above, the cubic term wins. Since \(s+D/3<s+D\),

\[
f(-D-s)=-s(D+s)(D+s+E_g)+c\left(s+\tfrac D3\right)<-(D+s)\,[\,s(D+s+E_g)-c\,]<0,
\]

because \(s(D+s+E_g)>s^2=(c+1)^2>c\). In the same way,

\[
f(E_g+s)>(E_g+s+D)\,[\,s(E_g+s)-c\,]>0 .
\]

The sign changes on \((-D-s,-D)\), \((-2D/3,0)\) and \((E_g,E_g+s)\). By the intermediate value theorem each interval holds a root; call them \(x<y<z\).

**Factorisation.** Set \(a=D-E_g\) and \(b=-E_gD-c\), so that \(f(E)=E^3+aE^2+bE-2cD/3\). Dividing \(f(x)-f(y)=0\) by \(x-y\) gives

\[
x^2+xy+y^2+a(x+y)+b=0,
\]

and the same holds with \(z\) in place of \(y\). Subtracting the two relations and dividing by \(y-z\) gives \(x+y+z+a=0\). Newton's interpolation identity reads

\[
\begin{aligned}
f(E)={}&f(x)+(E-x)\,[x^2+xy+y^2+a(x+y)+b]\\
&+(E-x)(E-y)\,[x+y+z+a]+(E-x)(E-y)(E-z).
\end{aligned}
\]

Only the last term survives.

## Which energies occur, and how the levels move with coupling

**Allowed energies.** Solving \(f(E)=0\) for the coupling gives

\[
c=\frac{E(E-E_g)(E+D)}{E+2D/3}.
\]

This is positive when \(E<-D\), when \(-2D/3<E<0\) and when \(E>E_g\). Every energy in the three ranges is therefore a root for some \(c>0\), and the ranges cannot be narrowed for all couplings at once.

**Motion of the levels.** Let \(E_1\) be a root at coupling \(c_1\), and let \(c_2>c_1\). The cubic at \(c_2\) takes the value \((c_1-c_2)(E_1+2D/3)\) at \(E_1\). For the upper two levels this is negative; for the lowest it is positive. Comparing with the signs of \((E_1-x)(E_1-y)(E_1-z)\), where \(x<y<z\) are now the roots at \(c_2\), shows that the conduction level rises and the other two fall.

**Dispersion.** Since \(E+2D/3=\tfrac13[2(E+D)+E]\), dividing \(f(E)=0\) by \(E(E+D)\) gives

\[
E-E_g=\frac c3\left(\frac2E+\frac1{E+D}\right).
\]

The division is allowed because \(f(0)\) and \(f(-D)\) are nonzero. For the conduction level \(E>E_g\), so replacing \(E\) by \(E_g\) on the right increases it:

\[
E<E_g+\frac{k^2P^2}{3}\left(\frac2{E_g}+\frac1{E_g+D}\right).
\]

Away from \(k=0\), where the two touch, the conduction level without its free-electron term lies strictly below this parabola in \(k\).

**A numerical instance.** Take \(E_g=5/2\), \(D=3\), \(c=7\), with energies in some unit and \(c\) in its square. The roots are \(-7/2\), \(-1\) and \(4\):

- At \(E=-7/2\), both \(E(E-E_g)(E+D)\) and \(c(E+2)\) equal \(-21/2\).
- At \(E=-1\), both equal \(7\).
- At \(E=4\), both equal \(42\).

They lie below \(-3\), in \((-2,0)\) and above \(5/2\), as required. The parabola gives \(5/2+126/55\approx4.79\), above the true conduction level \(4\).

## What the Lean theorems say about the bands

`kaneCubic Eg D c E` is \(f(E)\) over the real numbers, and `kaneHamiltonian Eg D P k` is the matrix \(H\), with real couplings and the conduction state first. `secular_determinant` identifies \(\det(E-H)\) with the cubic at `k ^ 2 * P ^ 2`, for all real parameters.

`kane_three_bands` assumes `0 < Eg`, `0 < D` and `0 < c`: an open gap, a nonzero spin-orbit splitting, and a point away from \(k=0\) with \(P\ne0\). At \(k=0\) the levels sit exactly at \(-D\), \(0\) and \(E_g\), so the strict inequalities fail there. The conclusion supplies `Eso`, `Elh` and `Ec` with their bounds and the factorisation for every `E`.

`allowed_energies` is the equivalence between being a root for some positive `c` and lying in one of the three ranges. `bands_monotone` compares roots `E₁` and `E₂` at couplings `c₁ < c₂`, one range at a time. `implicit_dispersion` holds for every root and needs no sign condition on `Eg`; `conduction_below_parabola` concerns the root above `Eg`.

The model is one spin block of Kane's description. The heavy-hole band, which decouples here, is absent, as are remote-band corrections. The free-electron term \(\hbar^2k^2/2m_0\) is also left out; being common to all three states, it would shift them equally at each \(k\), so it must be subtracted from a level that includes it before the ranges or the parabola are applied. The factor \(\hbar/m_0\) is absorbed in \(P\), so that \(Pk\) is an energy. The values of \(E_g\), \(D\) and \(P\) are inputs and are not derived from a crystal potential.

```lean
import Mathlib

open Matrix

namespace KaneCubicBands

noncomputable section

/-- The Kane cubic for gap `Eg`, spin-orbit splitting `D` and squared coupling `c = k² P²`. -/
def kaneCubic (Eg D c E : ℝ) : ℝ :=
  E * (E - Eg) * (E + D) - c * (E + 2 * D / 3)

/-- The Kane Hamiltonian at wave number `k` for the coupled conduction, light-hole and
split-off states, with momentum matrix element `P`. -/
def kaneHamiltonian (Eg D P k : ℝ) : Matrix (Fin 3) (Fin 3) ℝ :=
  !![Eg, -(√(2 / 3) * (P * k)), √(1 / 3) * (P * k);
     -(√(2 / 3) * (P * k)), 0, 0;
     √(1 / 3) * (P * k), 0, -D]

/-- The secular determinant of the Kane Hamiltonian is the Kane cubic with `c = k² P²`. -/
theorem secular_determinant (Eg D P k E : ℝ) :
    (E • (1 : Matrix (Fin 3) (Fin 3) ℝ) - kaneHamiltonian Eg D P k).det
      = kaneCubic Eg D (k ^ 2 * P ^ 2) E := by
  have h1 : √(2 / 3 : ℝ) ^ 2 = 2 / 3 := Real.sq_sqrt (by norm_num)
  have h2 : √(1 / 3 : ℝ) ^ 2 = 1 / 3 := Real.sq_sqrt (by norm_num)
  unfold kaneHamiltonian
  -- only the squares of the two coupling coefficients matter
  generalize √(2 / 3 : ℝ) = s at h1 ⊢
  generalize √(1 / 3 : ℝ) = t at h2 ⊢
  simp [Matrix.det_fin_three]
  unfold kaneCubic
  linear_combination (-(k ^ 2 * P ^ 2) * (E + D)) * h1 - (k ^ 2 * P ^ 2 * E) * h2

/-- Three distinct roots of the Kane cubic factor it completely. -/
theorem factor_of_roots {Eg D c x y z : ℝ} (hxy : x ≠ y) (hxz : x ≠ z) (hyz : y ≠ z)
    (hx : kaneCubic Eg D c x = 0) (hy : kaneCubic Eg D c y = 0)
    (hz : kaneCubic Eg D c z = 0) (E : ℝ) :
    kaneCubic Eg D c E = (E - x) * (E - y) * (E - z) := by
  unfold kaneCubic at *
  -- first divided differences
  have h12 : x ^ 2 + x * y + y ^ 2 + (D - Eg) * (x + y) + (-(Eg * D) - c) = 0 :=
    mul_left_cancel₀ (sub_ne_zero.2 hxy) (by linear_combination hx - hy)
  have h13 : x ^ 2 + x * z + z ^ 2 + (D - Eg) * (x + z) + (-(Eg * D) - c) = 0 :=
    mul_left_cancel₀ (sub_ne_zero.2 hxz) (by linear_combination hx - hz)
  -- second divided difference: the sum of the roots
  have h : x + y + z + (D - Eg) = 0 :=
    mul_left_cancel₀ (sub_ne_zero.2 hyz) (by linear_combination h12 - h13)
  linear_combination hx + (E - x) * h12 + (E - x) * (E - y) * h

/-- For positive `Eg`, `D` and `c`, the Kane cubic is `(E - Eso) (E - Elh) (E - Ec)` for every real
`E`, with `Eso` below `-D`, `Elh` between `-2D/3` and `0`, and `Ec` above `Eg`. -/
theorem kane_three_bands {Eg D c : ℝ} (hEg : 0 < Eg) (hD : 0 < D) (hc : 0 < c) :
    ∃ Eso Elh Ec : ℝ, Eso < -D ∧ -(2 * D / 3) < Elh ∧ Elh < 0 ∧ Eg < Ec ∧
      ∀ E, kaneCubic Eg D c E = (E - Eso) * (E - Elh) * (E - Ec) := by
  have hf : Continuous (kaneCubic Eg D c) := by
    show Continuous (fun E : ℝ => E * (E - Eg) * (E + D) - c * (E + 2 * D / 3))
    fun_prop
  have hcD := mul_pos hc hD
  have hc1 : 0 < c + 1 := by linarith
  -- signs of the cubic at six energies
  have s1 : kaneCubic Eg D c (-D - (c + 1)) < 0 := by
    have key : 0 < (c + 1) * (D + (c + 1) + Eg) - c := by
      nlinarith [mul_pos hc1 (add_pos hD hEg), sq_nonneg c]
    unfold kaneCubic
    nlinarith [mul_pos key (add_pos hD hc1)]
  have s2 : 0 < kaneCubic Eg D c (-D) := by
    unfold kaneCubic
    nlinarith
  have s3 : 0 < kaneCubic Eg D c (-(2 * D / 3)) := by
    have h : kaneCubic Eg D c (-(2 * D / 3)) = 2 * D / 3 * (2 * D / 3 + Eg) * (D / 3) := by
      unfold kaneCubic
      ring
    rw [h]
    positivity
  have s4 : kaneCubic Eg D c 0 < 0 := by
    unfold kaneCubic
    nlinarith
  have s5 : kaneCubic Eg D c Eg < 0 := by
    unfold kaneCubic
    nlinarith [mul_pos hc hEg]
  have s6 : 0 < kaneCubic Eg D c (Eg + (c + 1)) := by
    have key : 0 < (c + 1) * (Eg + (c + 1)) - c := by
      nlinarith [mul_pos hc1 hEg, sq_nonneg c]
    unfold kaneCubic
    nlinarith [mul_pos key (add_pos (add_pos hEg hc1) hD)]
  -- each sign change encloses a root
  obtain ⟨x, hx, hx0⟩ := intermediate_value_Ioo
    (by linarith : -D - (c + 1) ≤ -D) hf.continuousOn
    (show (0 : ℝ) ∈ Set.Ioo _ _ from ⟨s1, s2⟩)
  obtain ⟨y, hy, hy0⟩ := intermediate_value_Ioo'
    (by linarith : -(2 * D / 3) ≤ 0) hf.continuousOn
    (show (0 : ℝ) ∈ Set.Ioo _ _ from ⟨s4, s3⟩)
  obtain ⟨z, hz, hz0⟩ := intermediate_value_Ioo
    (by linarith : Eg ≤ Eg + (c + 1)) hf.continuousOn
    (show (0 : ℝ) ∈ Set.Ioo _ _ from ⟨s5, s6⟩)
  have hxy : x < y := by linarith [hx.2, hy.1]
  have hyz : y < z := by linarith [hy.2, hz.1]
  exact ⟨x, y, z, hx.2, hy.1, hy.2, hz.1,
    factor_of_roots hxy.ne (hxy.trans hyz).ne hyz.ne hx0 hy0 hz0⟩

/-- For positive `Eg` and `D`, an energy solves the Kane cubic for some positive `c` exactly when it
lies below `-D`, between `-2D/3` and `0`, or above `Eg`. -/
theorem allowed_energies {Eg D : ℝ} (hEg : 0 < Eg) (hD : 0 < D) (E : ℝ) :
    (∃ c, 0 < c ∧ kaneCubic Eg D c E = 0) ↔
      E < -D ∨ (-(2 * D / 3) < E ∧ E < 0) ∨ Eg < E := by
  constructor
  · rintro ⟨c, hc, h⟩
    obtain ⟨x, y, z, hx, hy, hy', hz, hfac⟩ := kane_three_bands hEg hD hc
    rw [hfac, mul_eq_zero, mul_eq_zero] at h
    rcases h with (h | h) | h
    · exact Or.inl (by linarith)
    · exact Or.inr (Or.inl ⟨by linarith, by linarith⟩)
    · exact Or.inr (Or.inr (by linarith))
  · intro h
    -- solve the cubic for the coupling
    have key : E + 2 * D / 3 ≠ 0 ∧ 0 < E * (E - Eg) * (E + D) / (E + 2 * D / 3) := by
      rcases h with h | ⟨h, h'⟩ | h
      · have hd : E + 2 * D / 3 < 0 := by linarith
        exact ⟨hd.ne, div_pos_of_neg_of_neg (mul_neg_of_pos_of_neg
          (mul_pos_of_neg_of_neg (by linarith) (by linarith)) (by linarith)) hd⟩
      · have hd : 0 < E + 2 * D / 3 := by linarith
        exact ⟨hd.ne', div_pos (mul_pos
          (mul_pos_of_neg_of_neg h' (by linarith)) (by linarith)) hd⟩
      · have hd : 0 < E + 2 * D / 3 := by linarith
        exact ⟨hd.ne', div_pos (mul_pos
          (mul_pos (by linarith) (by linarith)) (by linarith)) hd⟩
    refine ⟨_, key.2, ?_⟩
    unfold kaneCubic
    rw [div_mul_cancel₀ _ key.1, sub_self]

/-- Let `Eg`, `D` and `c₂` be positive. When the squared coupling grows from `c₁` to `c₂`, the root
above `Eg` rises, while the root between `-2D/3` and `0` and the root below `-D` both fall. -/
theorem bands_monotone {Eg D c₁ c₂ E₁ E₂ : ℝ} (hEg : 0 < Eg) (hD : 0 < D) (hc₂ : 0 < c₂)
    (hc : c₁ < c₂) (h₁ : kaneCubic Eg D c₁ E₁ = 0) (h₂ : kaneCubic Eg D c₂ E₂ = 0) :
    (Eg < E₁ → Eg < E₂ → E₁ < E₂) ∧
    (-(2 * D / 3) < E₁ → E₁ < 0 → -(2 * D / 3) < E₂ → E₂ < 0 → E₂ < E₁) ∧
    (E₁ < -D → E₂ < -D → E₂ < E₁) := by
  obtain ⟨x, y, z, hx, hy, hy', hz, hfac⟩ := kane_three_bands hEg hD hc₂
  rw [hfac, mul_eq_zero, mul_eq_zero] at h₂
  -- the new cubic evaluated at the old level
  have v : (E₁ - x) * (E₁ - y) * (E₁ - z) = (c₁ - c₂) * (E₁ + 2 * D / 3) := by
    rw [← hfac]
    unfold kaneCubic at *
    linear_combination h₁
  refine ⟨fun a b => ?_, fun a a' b b' => ?_, fun a b => ?_⟩
  · have e : E₂ = z := by rcases h₂ with (h | h) | h <;> linarith
    by_contra hn
    have hn' := not_lt.1 hn
    have p : 0 ≤ (E₁ - x) * (E₁ - y) * (E₁ - z) :=
      mul_nonneg (mul_nonneg (by linarith) (by linarith)) (by linarith)
    have q : 0 < (c₂ - c₁) * (E₁ + 2 * D / 3) := mul_pos (by linarith) (by linarith)
    nlinarith [p, q, v]
  · have e : E₂ = y := by rcases h₂ with (h | h) | h <;> linarith
    by_contra hn
    have hn' := not_lt.1 hn
    have p : 0 ≤ (E₁ - x) * (y - E₁) * (z - E₁) :=
      mul_nonneg (mul_nonneg (by linarith) (by linarith)) (by linarith)
    have q : 0 < (c₂ - c₁) * (E₁ + 2 * D / 3) := mul_pos (by linarith) (by linarith)
    nlinarith [p, q, v]
  · have e : E₂ = x := by rcases h₂ with (h | h) | h <;> linarith
    by_contra hn
    have hn' := not_lt.1 hn
    have p : 0 ≤ (x - E₁) * (y - E₁) * (z - E₁) :=
      mul_nonneg (mul_nonneg (by linarith) (by linarith)) (by linarith)
    have q : 0 < (c₂ - c₁) * (-(E₁ + 2 * D / 3)) := mul_pos (by linarith) (by linarith)
    nlinarith [p, q, v]

/-- For positive `D` and `c`, every root of the Kane cubic satisfies the implicit dispersion
relation `E - Eg = (c/3) (2/E + 1/(E + D))`. -/
theorem implicit_dispersion {Eg D c E : ℝ} (hD : 0 < D) (hc : 0 < c)
    (h : kaneCubic Eg D c E = 0) :
    E - Eg = c / 3 * (2 / E + 1 / (E + D)) := by
  have hcD := mul_pos hc hD
  unfold kaneCubic at h
  -- neither denominator can vanish at a root
  have h0 : E ≠ 0 := by
    intro h0
    rw [h0] at h
    nlinarith
  have h1 : E + D ≠ 0 := by
    intro h1
    have e : E = -D := by linarith
    rw [e] at h
    nlinarith
  field_simp
  linear_combination 3 * h

/-- For positive `Eg`, `D` and `c`, a root above `Eg` lies strictly below the parabola `Eg + (c/3)
(2/Eg + 1/(Eg + D))`, where `c = k² P²`. -/
theorem conduction_below_parabola {Eg D c E : ℝ} (hEg : 0 < Eg) (hD : 0 < D) (hc : 0 < c)
    (h : kaneCubic Eg D c E = 0) (hE : Eg < E) :
    E < Eg + c / 3 * (2 / Eg + 1 / (Eg + D)) := by
  have h1 := implicit_dispersion hD hc h
  have a : 1 / E < 1 / Eg := one_div_lt_one_div_of_lt hEg hE
  have b : 1 / (E + D) < 1 / (Eg + D) :=
    one_div_lt_one_div_of_lt (by linarith) (by linarith)
  have e1 : 2 / E = 2 * (1 / E) := by ring
  have e2 : 2 / Eg = 2 * (1 / Eg) := by ring
  have s : 2 / E + 1 / (E + D) < 2 / Eg + 1 / (Eg + D) := by
    rw [e1, e2]
    linarith
  have m := mul_lt_mul_of_pos_left s (by linarith : 0 < c / 3)
  linarith

end

end KaneCubicBands
```

```lean
#print axioms KaneCubicBands.kane_three_bands
#print axioms KaneCubicBands.allowed_energies
#print axioms KaneCubicBands.bands_monotone
#print axioms KaneCubicBands.conduction_below_parabola
```

```
'KaneCubicBands.kane_three_bands' depends on axioms: [propext, Classical.choice, Quot.sound]
'KaneCubicBands.allowed_energies' depends on axioms: [propext, Classical.choice, Quot.sound]
'KaneCubicBands.bands_monotone' depends on axioms: [propext, Classical.choice, Quot.sound]
'KaneCubicBands.conduction_below_parabola' depends on axioms: [propext, Classical.choice, Quot.sound]
```

## How the Lean proof follows the algebra

In `secular_determinant`, the two square roots are replaced by symbols `s` and `t` of which only the squares, 2/3 and 1/3, are known. `Matrix.det_fin_three` expands the determinant, and `linear_combination` inserts the squares.

`factor_of_roots` is the divided-difference argument. `h12` and `h13` are the two first differences, with `mul_left_cancel₀` performing the division by a nonzero difference of roots, and `h` is the relation for the sum of the roots. The last line is Newton's identity.

In `kane_three_bands`, `s1` to `s6` are the six signs in order of increasing energy. The two `key` facts are the positive square brackets in the outer estimates. `intermediate_value_Ioo` finds a root where the cubic goes from negative to positive, and `intermediate_value_Ioo'` does so on \((-2D/3,0)\), where it goes the other way. The bounds then order the roots, which makes them distinct, and `factor_of_roots` finishes.

The forward half of `allowed_energies` reads the ranges off the factorisation. The backward half uses the explicit quotient for `c`, and its `key` checks the signs range by range.

In `bands_monotone`, `v` is the value of the new cubic at the old level. Each part first identifies `E₂` with the matching root `x`, `y` or `z`, then supposes the claimed order fails. The product of the three factors would then have a sign that contradicts `v`.

`implicit_dispersion` rules out \(E=0\) and \(E=-D\) before `field_simp` clears the denominators. `conduction_below_parabola` compares the reciprocals at \(E\) and \(E_g\) and multiplies by \(c/3>0\).
